# On a finite grid with a positive definite interaction, exchange bounds the orbitals' self-interaction, with equality exactly when no two orbitals share a site

When I localise the occupied orbitals of one spin channel by maximising their total self-repulsion, I use the exchange sum of the density matrix as a ceiling. Rotating the orbitals among themselves leaves that sum fixed, so the gap should tell me how far the self-repulsion could still rise. But my gap never closes, although the orbitals are exactly orthogonal. Shouldn't orthogonality remove the cross terms between different orbitals? And since the orbitals are complex, could phases make those terms negative and push the self-repulsion above the ceiling?

## Orthogonal orbitals still have pair densities that cost energy

If the interaction is positive definite, the ceiling holds for complex orbitals too, but orthogonality is not enough to reach it. It makes the total charge of each cross term zero, while the charge distribution itself can still have an energy.

Let $u_i(x)$ be the value of orbital $i$ at grid point $x$, and let $V_{xy}$ be the real interaction between points $x$ and $y$. The density matrix is $g_{xy}=\sum_i u_i(x)u_i(y)^*$. The two quantities to compare are

$$K=\sum_{xy}V_{xy}|g_{xy}|^2,\qquad S=\sum_i\sum_{xy}V_{xy}|u_i(x)|^2|u_i(y)|^2 .$$

For a real charge distribution $a$, write $Q[a]=\sum_{xy}V_{xy}a_xa_y$. Positive definiteness means $Q[a]>0$ unless $a$ vanishes at every point. Physically, every nonzero charge distribution, whatever its signs, costs energy to assemble.

Define the pair density $\rho_{ij}(x)=u_i(x)u_j(x)^*$. Multiplying $g_{xy}$ by its conjugate and regrouping the factors by site gives

$$|g_{xy}|^2=\sum_{ij}u_i(x)u_i(y)^*u_j(x)^*u_j(y)=\sum_{ij}\rho_{ij}(x)\rho_{ij}(y)^* .$$

The left side is real, so only the real part of the right side is needed:

$$|g_{xy}|^2=\sum_{ij}\big[\mathrm{Re}\,\rho_{ij}(x)\,\mathrm{Re}\,\rho_{ij}(y)+\mathrm{Im}\,\rho_{ij}(x)\,\mathrm{Im}\,\rho_{ij}(y)\big].$$

Multiply by $V_{xy}$, sum over the sites and exchange the finite sums:

$$K=\sum_{ij}E[\rho_{ij}],\qquad E[\rho]=Q[\mathrm{Re}\,\rho]+Q[\mathrm{Im}\,\rho].$$

For $i=j$ the pair density is the real function $|u_i(x)|^2$, so the diagonal terms add up to $S$. What remains is the gap you see:

$$K-S=\sum_{i\ne j}E[\rho_{ij}]\ge 0 .$$

Phases can change the real and imaginary parts of $\rho_{ij}$, including their signs at individual sites, but neither part can have negative energy.

If $K=S$, a sum of nonnegative terms vanishes, so every term does. Definiteness then forces $\mathrm{Re}\,\rho_{ij}$ and $\mathrm{Im}\,\rho_{ij}$ to vanish at every point. Hence $u_i(x)u_j(x)^*=0$, and at each site at least one of the two orbitals is zero. Conversely, if distinct orbitals share no site, all $\rho_{ij}$ with $i\ne j$ vanish and $K=S$.

Two sites with on-site repulsion $U>0$ show the difference. The normalised bonding and antibonding orbitals $(1,\pm1)/\sqrt2$ are orthogonal, but their pair density is $(1/2,-1/2)$, which is neutral and not zero. They give $S=U$ and $K=2U$. Rotating them into the two site orbitals keeps $K=2U$ and raises $S$ to $2U$.

## What the Lean statement says about orbitals and interactions

The finite types `X` and `ι` label grid points and orbitals. A set of orbitals is `u : ι → X → ℂ`, so `u i x` is $u_i(x)$, and `V x y` is $V_{xy}$. The definitions `exchange` and `selfInteraction` are $K$ and $S$, while `chargeEnergy` and `pairEnergy` are $Q$ and $E$.

These names differ from textbook use in sign and prefactor. The usual exchange energy of one spin channel is $-K/2$, and the orbital Hartree self-energies add up to $S/2$. Each orbital enters `densityMatrix` with weight one.

The main theorem, `exchange_bound_and_equality`, assumes only

`∀ a, a ≠ 0 → 0 < chargeEnergy V a`

where `a ≠ 0` means that the charge distribution is not zero everywhere. It concludes that $S\le K$, and that $K=S$ if and only if, for all distinct `i` and `j` and every `x`, `u i x = 0 ∨ u j x = 0`. The orbitals need not be normalised or orthogonal, and $V$ need not be symmetric. With at most one orbital the overlap condition is empty and equality holds.

For your localisation, `no_overlap_maximizes_selfInteraction` compares two orbital sets with the same density matrix, possibly with different numbers of orbitals. If the orbitals in one set share no site, no other set has a larger self-interaction. Here $Q\ge0$ suffices. The theorem takes the non-overlapping set as given; a particular density matrix may not admit one, and then, if $V$ is positive definite, the gap stays open however well you optimise.

To apply the main theorem to a discretised Coulomb problem, you have to check that your kernel, including its values at $x=y$, is positive definite; for the bound alone, $Q\ge0$ is enough. The discretisation error is a separate question that the theorems do not address.

In Hartree–Fock theory on such a grid, $K-S$ is twice the magnitude of the exchange energy between different orbitals of the same spin. In a self-interaction correction, the bound concerns the Hartree part alone and gives no sign for the orbital exchange-correlation terms.

```lean
import Mathlib

open ComplexConjugate

namespace OrbitalSelfInteraction

noncomputable section

variable {X ι κ : Type*} [Fintype X] [Fintype ι] [Fintype κ]

/-- The density matrix `g_xy = ∑ i, u_i(x) u_i(y)*` of a set of orbitals. -/
def densityMatrix (u : ι → X → ℂ) (x y : X) : ℂ := ∑ i, u i x * conj (u i y)

/-- The exchange sum `∑ V_xy |g_xy|²` of a density matrix. -/
def exchange (V : X → X → ℝ) (g : X → X → ℂ) : ℝ := ∑ x, ∑ y, V x y * ‖g x y‖ ^ 2

/-- The sum over orbitals of the interaction of each orbital density with itself. -/
def selfInteraction (V : X → X → ℝ) (u : ι → X → ℂ) : ℝ :=
  ∑ i, ∑ x, ∑ y, V x y * ‖u i x‖ ^ 2 * ‖u i y‖ ^ 2

/-- The quadratic form `∑ V_xy a_x a_y` of a real charge distribution `a`. -/
def chargeEnergy (V : X → X → ℝ) (a : X → ℝ) : ℝ := ∑ x, ∑ y, V x y * a x * a y

/-- The pair density `u_i(x) u_j(x)*` of two orbitals. -/
def pairDensity (u : ι → X → ℂ) (i j : ι) (x : X) : ℂ := u i x * conj (u j x)

/-- The energy of a complex pair density: that of its real part plus that of its
imaginary part. -/
def pairEnergy (V : X → X → ℝ) (r : X → ℂ) : ℝ :=
  chargeEnergy V (fun x => (r x).re) + chargeEnergy V (fun x => (r x).im)

/-- The exchange sum is the sum of the energies of all orbital pair densities. -/
theorem exchange_eq_sum_pairEnergy (V : X → X → ℝ) (u : ι → X → ℂ) :
    exchange V (densityMatrix u) = ∑ i, ∑ j, pairEnergy V (pairDensity u i j) := by
  -- the squared modulus of the density matrix, regrouped by site
  have hg : ∀ x y, ‖densityMatrix u x y‖ ^ 2 = ∑ i, ∑ j,
      ((pairDensity u i j x).re * (pairDensity u i j y).re
        + (pairDensity u i j x).im * (pairDensity u i j y).im) := by
    intro x y
    rw [← Complex.normSq_eq_norm_sq, Complex.normSq_apply]
    simp only [densityMatrix, Complex.re_sum, Complex.im_sum, Finset.sum_mul_sum,
      ← Finset.sum_add_distrib]
    refine Finset.sum_congr rfl fun i _ => Finset.sum_congr rfl fun j _ => ?_
    simp only [pairDensity, Complex.mul_re, Complex.mul_im, Complex.conj_re, Complex.conj_im]
    ring
  -- sums over sites and sums over orbitals change places
  have swap : ∀ F : X → X → ι → ι → ℝ,
      ∑ x, ∑ y, ∑ i, ∑ j, F x y i j = ∑ i, ∑ j, ∑ x, ∑ y, F x y i j := by
    intro F
    calc ∑ x, ∑ y, ∑ i, ∑ j, F x y i j
        = ∑ x, ∑ i, ∑ y, ∑ j, F x y i j := Finset.sum_congr rfl fun x _ => Finset.sum_comm
      _ = ∑ i, ∑ x, ∑ y, ∑ j, F x y i j := Finset.sum_comm
      _ = ∑ i, ∑ x, ∑ j, ∑ y, F x y i j :=
          Finset.sum_congr rfl fun i _ => Finset.sum_congr rfl fun x _ => Finset.sum_comm
      _ = ∑ i, ∑ j, ∑ x, ∑ y, F x y i j := Finset.sum_congr rfl fun i _ => Finset.sum_comm
  simp only [exchange, hg, Finset.mul_sum]
  rw [swap]
  refine Finset.sum_congr rfl fun i _ => Finset.sum_congr rfl fun j _ => ?_
  simp only [pairEnergy, chargeEnergy, ← Finset.sum_add_distrib]
  refine Finset.sum_congr rfl fun x _ => Finset.sum_congr rfl fun y _ => ?_
  ring

/-- The self-interaction is the part of the pair energies in which both orbitals coincide. -/
theorem selfInteraction_eq_sum_pairEnergy (V : X → X → ℝ) (u : ι → X → ℂ) :
    selfInteraction V u = ∑ i, pairEnergy V (pairDensity u i i) := by
  simp only [selfInteraction, pairEnergy, chargeEnergy, ← Finset.sum_add_distrib]
  refine Finset.sum_congr rfl fun i _ => Finset.sum_congr rfl fun x _ =>
    Finset.sum_congr rfl fun y _ => ?_
  simp only [← Complex.normSq_eq_norm_sq, Complex.normSq_apply, pairDensity, Complex.mul_re,
    Complex.mul_im, Complex.conj_re, Complex.conj_im]
  ring

/-- Exchange minus self-interaction is the sum of the pair energies over ordered pairs of distinct
orbitals. -/
theorem exchange_sub_selfInteraction [DecidableEq ι] (V : X → X → ℝ) (u : ι → X → ℂ) :
    exchange V (densityMatrix u) - selfInteraction V u
      = ∑ i, ∑ j ∈ Finset.univ.erase i, pairEnergy V (pairDensity u i j) := by
  rw [exchange_eq_sum_pairEnergy, selfInteraction_eq_sum_pairEnergy, ← Finset.sum_sub_distrib]
  refine Finset.sum_congr rfl fun i _ => ?_
  have h : pairEnergy V (pairDensity u i i)
      + ∑ j ∈ Finset.univ.erase i, pairEnergy V (pairDensity u i j)
      = ∑ j, pairEnergy V (pairDensity u i j) :=
    Finset.add_sum_erase Finset.univ (fun j => pairEnergy V (pairDensity u i j))
      (Finset.mem_univ i)
  linarith

/-- For an interaction with nonnegative quadratic form, the exchange sum is at least the
self-interaction of the orbitals. -/
theorem selfInteraction_le_exchange (V : X → X → ℝ) (hV : ∀ a, 0 ≤ chargeEnergy V a)
    (u : ι → X → ℂ) : selfInteraction V u ≤ exchange V (densityMatrix u) := by
  classical
  rw [← sub_nonneg, exchange_sub_selfInteraction]
  exact Finset.sum_nonneg fun i _ => Finset.sum_nonneg fun j _ => add_nonneg (hV _) (hV _)

/-- If distinct orbitals never overlap on any site, exchange equals self-interaction for
every real pair interaction. -/
theorem exchange_eq_of_no_overlap (V : X → X → ℝ) (u : ι → X → ℂ)
    (hu : ∀ i j, i ≠ j → ∀ x, u i x = 0 ∨ u j x = 0) :
    exchange V (densityMatrix u) = selfInteraction V u := by
  classical
  rw [← sub_eq_zero, exchange_sub_selfInteraction]
  refine Finset.sum_eq_zero fun i _ => Finset.sum_eq_zero fun j hj => ?_
  have h0 : ∀ x, pairDensity u i j x = 0 := by
    intro x
    rcases hu i j (Finset.ne_of_mem_erase hj).symm x with h | h <;> simp [pairDensity, h]
  simp [pairEnergy, chargeEnergy, h0]

/-- For a positive definite interaction the exchange sum is at least the self-interaction of
the orbitals, with equality exactly when distinct orbitals never overlap on any site. -/
theorem exchange_bound_and_equality (V : X → X → ℝ)
    (hV : ∀ a, a ≠ 0 → 0 < chargeEnergy V a) (u : ι → X → ℂ) :
    selfInteraction V u ≤ exchange V (densityMatrix u) ∧
    (exchange V (densityMatrix u) = selfInteraction V u ↔
      ∀ i j, i ≠ j → ∀ x, u i x = 0 ∨ u j x = 0) := by
  classical
  have hn : ∀ a, 0 ≤ chargeEnergy V a := by
    intro a
    by_cases h : a = 0
    · simp [h, chargeEnergy]
    · exact (hV a h).le
  have hp : ∀ r, 0 ≤ pairEnergy V r := fun r => add_nonneg (hn _) (hn _)
  have hz : ∀ a, chargeEnergy V a = 0 → a = 0 := by
    intro a h
    by_contra hne
    exact (hV a hne).ne' h
  refine ⟨selfInteraction_le_exchange V hn u, fun h i j hij x => ?_,
    exchange_eq_of_no_overlap V u⟩
  -- a vanishing sum of nonnegative pair energies vanishes term by term
  have h0 := exchange_sub_selfInteraction V u
  rw [h, sub_self] at h0
  have h1 := (Finset.sum_eq_zero_iff_of_nonneg
    (fun i _ => Finset.sum_nonneg fun j _ => hp _)).1 h0.symm i (Finset.mem_univ i)
  have h2 := (Finset.sum_eq_zero_iff_of_nonneg (fun j _ => hp _)).1 h1 j
    (Finset.mem_erase.2 ⟨hij.symm, Finset.mem_univ j⟩)
  -- definiteness removes the real and the imaginary part of the pair density
  obtain ⟨hr, hi⟩ := (add_eq_zero_iff_of_nonneg (hn _) (hn _)).1 h2
  have h3 : pairDensity u i j x = 0 :=
    Complex.ext (congrFun (hz _ hr) x) (congrFun (hz _ hi) x)
  simpa [pairDensity] using h3

/-- For an interaction with nonnegative quadratic form, orbitals that never overlap have the
largest self-interaction among all orbital sets with the same density matrix. -/
theorem no_overlap_maximizes_selfInteraction (V : X → X → ℝ)
    (hV : ∀ a, 0 ≤ chargeEnergy V a) (u : ι → X → ℂ) (w : κ → X → ℂ)
    (hu : ∀ i j, i ≠ j → ∀ x, u i x = 0 ∨ u j x = 0)
    (hw : densityMatrix w = densityMatrix u) :
    selfInteraction V w ≤ selfInteraction V u := by
  rw [← exchange_eq_of_no_overlap V u hu, ← hw]
  exact selfInteraction_le_exchange V hV w

/-- The on-site Hubbard repulsion with `U > 0` is a positive definite interaction. -/
theorem hubbard_witness [DecidableEq X] (U : ℝ) (hU : 0 < U) (a : X → ℝ) (ha : a ≠ 0) :
    0 < chargeEnergy (fun x y => if x = y then U else 0) a := by
  have h : chargeEnergy (fun x y => if x = y then U else 0) a = ∑ x, U * a x * a x := by
    simp [chargeEnergy, ite_mul]
  obtain ⟨x, hx⟩ := Function.ne_iff.1 ha
  have hx' : a x ≠ 0 := hx
  rw [h]
  refine Finset.sum_pos' (fun y _ => ?_) ⟨x, Finset.mem_univ x, ?_⟩
  · nlinarith [mul_nonneg hU.le (mul_self_nonneg (a y))]
  · nlinarith [mul_pos hU (mul_self_pos.2 hx')]

/-- The unnormalised bonding and antibonding orbitals on two sites. -/
def bondOrbitals : Fin 2 → Fin 2 → ℂ := ![![1, 1], ![1, -1]]

/-- On two sites the interaction `V_xy = 1` has a nonnegative quadratic form, and for it the
exchange sum of the unnormalised bonding and antibonding orbitals equals their self-interaction
although they overlap on the first site. -/
theorem semidefinite_not_enough :
    (∀ a : Fin 2 → ℝ, 0 ≤ chargeEnergy (fun _ _ => 1) a) ∧
    exchange (fun _ _ => 1) (densityMatrix bondOrbitals)
      = selfInteraction (fun _ _ => 1) bondOrbitals ∧
    bondOrbitals 0 0 ≠ 0 ∧ bondOrbitals 1 0 ≠ 0 := by
  refine ⟨fun a => ?_, ?_, by simp [bondOrbitals], by simp [bondOrbitals]⟩
  · simp only [chargeEnergy, Fin.sum_univ_two, one_mul]
    nlinarith [sq_nonneg (a 0 + a 1)]
  · norm_num [exchange, selfInteraction, densityMatrix, bondOrbitals, Fin.sum_univ_two]

end

end OrbitalSelfInteraction
```

```lean
#print axioms OrbitalSelfInteraction.exchange_bound_and_equality
#print axioms OrbitalSelfInteraction.no_overlap_maximizes_selfInteraction
#print axioms OrbitalSelfInteraction.semidefinite_not_enough
```

```
'OrbitalSelfInteraction.exchange_bound_and_equality' depends on axioms: [propext, Classical.choice, Quot.sound]
'OrbitalSelfInteraction.no_overlap_maximizes_selfInteraction' depends on axioms: [propext, Classical.choice, Quot.sound]
'OrbitalSelfInteraction.semidefinite_not_enough' depends on axioms: [propext, Classical.choice, Quot.sound]
```

## From pair densities to the equality condition in Lean

`exchange_eq_sum_pairEnergy` carries out the expansion of $K$. Its internal statement `hg` is the formula for $|g_{xy}|^2$ in real and imaginary parts. It is obtained by writing the squared modulus as the sum of the squares of both parts, multiplying out the sums and letting `ring` compare the terms for each $i,j$. The statement `swap` moves the orbital sums outside the site sums by repeated use of `Finset.sum_comm`.

`selfInteraction_eq_sum_pairEnergy` identifies $S$ with the diagonal terms. `exchange_sub_selfInteraction` subtracts them: for each `i`, the set `Finset.univ.erase i` contains all the other orbitals, so the double sum runs over ordered pairs $i\ne j$, as in the formula for $K-S$.

The inequality `selfInteraction_le_exchange` follows because every remaining term is a sum of two nonnegative values of $Q$. The lemma `exchange_eq_of_no_overlap` gives the easy direction of the equality condition. It makes every cross pair density zero, so it needs no positivity of $V$.

For the other direction, the main theorem first derives from definiteness that $Q\ge0$ and that $Q[a]=0$ implies $a=0$. It then applies `Finset.sum_eq_zero_iff_of_nonneg` twice, once to the sum over `i` and once to the sum over `j`, to isolate a single pair with zero energy. `add_eq_zero_iff_of_nonneg` splits that energy into its real and imaginary contributions, both zero. `Complex.ext` reassembles $\rho_{ij}(x)=0$, and the final simplification turns the vanishing product into the statement that one factor is zero.

The maximisation theorem replaces the self-interaction of the non-overlapping set by its exchange sum, uses the equality of the density matrices, and applies the inequality to the other set.

Two results test the hypothesis on $V$. `hubbard_witness` shows that on-site repulsion with $U>0$ is positive definite, since $Q[a]=U\sum_x a_x^2$ has a positive term whenever $a\ne0$. `semidefinite_not_enough` takes $V_{xy}=1$ on two sites, where $Q[a]=(a_0+a_1)^2\ge0$. The neutral pair density of the bonding and antibonding orbitals then costs nothing, and equality holds although the orbitals overlap. Thus $Q\ge0$ alone does not give the equality criterion. The code uses the unnormalised vectors $(1,\pm1)$, for which $K=S=8$; after normalisation both are $2$.
